# Explicit Euler propagation diverges in norm for a Hermitian Hamiltonian bounded away from zero

In a lattice model with one orbital per site and no spin, an electron has a wavefunction ψ with one complex amplitude per site, and in units with ħ = 1 it evolves in time τ by

i dψ/dτ = Hψ

with H Hermitian. The exact evolution conserves ‖ψ‖², the total probability. A direct discretisation replaces the derivative by a forward difference over a step s, and the question is whether a small enough step keeps the norm bounded over a long run. It does not, provided s ≠ 0, the start is nonzero, and H satisfies ‖Hx‖ ≥ m‖x‖ for all x with some m > 0. This bears on real-time propagation of Kohn–Sham orbitals, whose squared norms, weighted by the occupation numbers, add up to the electron number, in the restricted case of a fixed linear H that is not updated with the density or with time.

## States and the Euler step

The state space `E` is any complex inner product space. Finite lattices are included, and neither finite dimension nor completeness is assumed. The product ⟨x, y⟩ is conjugate-linear in x and linear in y, as in Dirac notation.

In Lean 4 with Mathlib:

```lean
import Mathlib

open scoped InnerProductSpace
open Filter Complex

namespace ExplicitEulerBlowUp

noncomputable section

variable {E : Type*} [NormedAddCommGroup E] [InnerProductSpace ℂ E]
```

The Hamiltonian is a complex-linear map defined on all of `E`, and the step s is a real number of either sign. From dψ/dτ = −iHψ the forward difference gives

ψ ↦ ψ − i s Hψ.

```lean
/-- One explicit Euler step of size `s` for the Schrödinger equation: `ψ ↦ ψ - i s H ψ`. -/
def eulerStep (H : E →ₗ[ℂ] E) (s : ℝ) (ψ : E) : E :=
  ψ - (I * (s : ℂ)) • H ψ
```

Repeating the step from a start ψ₀ gives the trajectory, with ψ_k equal to `eulerOrbit H s ψ₀ k` for k = 0, 1, 2, …:

ψ_(k+1) = ψ_k − i s Hψ_k.

Arithmetic is exact and the state is never renormalised between steps.

```lean
/-- The explicit Euler trajectory `ψ_k` started from `ψ₀`. -/
def eulerOrbit (H : E →ₗ[ℂ] E) (s : ℝ) (ψ₀ : E) : ℕ → E
  | 0 => ψ₀
  | k + 1 => eulerStep H s (eulerOrbit H s ψ₀ k)
```

## The gain in one step

Hermiticity is the hypothesis `H.IsSymmetric`, which says ⟨Hx, y⟩ = ⟨x, Hy⟩ for all x and y. Expanding the squared norm of a difference,

‖ψ − i s Hψ‖² = ‖ψ‖² − 2 Re⟨ψ, i s Hψ⟩ + ‖i s Hψ‖².

The complex conjugate of ⟨ψ, Hψ⟩ is ⟨Hψ, ψ⟩, which equals ⟨ψ, Hψ⟩, so this number is real (`hconj`, `him`). Then ⟨ψ, i s Hψ⟩ = i s ⟨ψ, Hψ⟩ is purely imaginary and the cross term vanishes (`hcross`). The last term is s²‖Hψ‖² because |i s|² = s² (`hnorm`). Hence

‖ψ − i s Hψ‖² = ‖ψ‖² + s²‖Hψ‖².

The expansion itself is `norm_sub_sq`.

```lean
/-- For Hermitian `H`, one Euler step raises the squared norm by exactly `s² ‖H ψ‖²`. -/
theorem norm_sq_eulerStep {H : E →ₗ[ℂ] E} (hH : H.IsSymmetric) (s : ℝ) (ψ : E) :
    ‖eulerStep H s ψ‖ ^ 2 = ‖ψ‖ ^ 2 + s ^ 2 * ‖H ψ‖ ^ 2 := by
  -- the expectation value ⟨ψ, H ψ⟩ is real
  have hconj : (starRingEnd ℂ) ⟪ψ, H ψ⟫_ℂ = ⟪ψ, H ψ⟫_ℂ := by
    rw [inner_conj_symm]
    exact hH ψ ψ
  have him : (⟪ψ, H ψ⟫_ℂ).im = 0 := Complex.conj_eq_iff_im.mp hconj
  -- so the cross term, the real part of i s ⟨ψ, H ψ⟩, vanishes
  have hcross : RCLike.re ⟪ψ, (I * (s : ℂ)) • H ψ⟫_ℂ = 0 := by
    rw [inner_smul_right]
    change ((I * (s : ℂ)) * ⟪ψ, H ψ⟫_ℂ).re = 0
    simp [Complex.mul_re, Complex.mul_im, him]
  have hnorm : ‖(I * (s : ℂ)) • H ψ‖ ^ 2 = s ^ 2 * ‖H ψ‖ ^ 2 := by
    rw [norm_smul, norm_mul, Complex.norm_I, one_mul, Complex.norm_real, Real.norm_eq_abs,
      mul_pow, sq_abs]
  rw [eulerStep, norm_sub_sq (𝕜 := ℂ), hcross, hnorm]
  ring
```

For s ≠ 0 the norm is unchanged exactly when Hψ = 0. If the norms agree, then s²‖Hψ‖² = 0, and s² ≠ 0 forces ‖Hψ‖ = 0. Conversely, if Hψ = 0 the step returns ψ.

```lean
/-- For Hermitian `H` and a nonzero step, one Euler step preserves the norm of `ψ`
exactly when `H ψ = 0`. -/
theorem norm_eulerStep_eq_iff {H : E →ₗ[ℂ] E} (hH : H.IsSymmetric) {s : ℝ} (hs : s ≠ 0)
    (ψ : E) : ‖eulerStep H s ψ‖ = ‖ψ‖ ↔ H ψ = 0 := by
  constructor
  · intro h
    have h1 := norm_sq_eulerStep hH s ψ
    rw [h] at h1
    have h2 : s ^ 2 * ‖H ψ‖ ^ 2 = 0 := by linarith
    have h3 : ‖H ψ‖ ^ 2 = 0 := (mul_eq_zero.mp h2).resolve_left (pow_ne_zero 2 hs)
    exact norm_eq_zero.mp (pow_eq_zero_iff (two_ne_zero) |>.mp h3)
  · intro h
    simp [eulerStep, h]
```

## Geometric bounds along the trajectory

Zero modes are thus the only states that a nonzero step does not inflate, and for m > 0 the hypothesis `hgap` excludes nonzero ones quantitatively:

m‖x‖ ≤ ‖Hx‖ for all x.

On a finite lattice it means that every energy level lies at distance at least m from zero. It is an assumption on H, measured from the chosen zero of energy, and is not the gap between occupied and empty levels. For m ≥ 0 the inequality can be squared (`hsq`), and the one-step identity gives

‖ψ_(k+1)‖² = ‖ψ_k‖² + s²‖Hψ_k‖² ≥ (1 + s²m²)‖ψ_k‖².

Induction on k, starting from equality at k = 0, yields

‖ψ_k‖² ≥ (1 + s²m²)^k ‖ψ₀‖².

The `calc` block runs this chain from the small end: it splits off one factor, applies the induction hypothesis `ih`, inserts `hsq` multiplied by s², and closes with the identity. The theorem holds for every real s and every ψ₀; at m = 0 it says that the norm never falls below its initial value.

```lean
/-- If `H` is Hermitian and `‖H x‖ ≥ m ‖x‖` for all `x` with `m ≥ 0`, then the Euler trajectory
obeys `‖ψ_k‖² ≥ (1 + s² m²)^k ‖ψ₀‖²`. -/
theorem euler_lower_bound {H : E →ₗ[ℂ] E} (hH : H.IsSymmetric) {m : ℝ} (hm : 0 ≤ m)
    (hgap : ∀ x, m * ‖x‖ ≤ ‖H x‖) (s : ℝ) (ψ₀ : E) (k : ℕ) :
    (1 + s ^ 2 * m ^ 2) ^ k * ‖ψ₀‖ ^ 2 ≤ ‖eulerOrbit H s ψ₀ k‖ ^ 2 := by
  induction k with
  | zero => simp [eulerOrbit]
  | succ k ih =>
    have hsq : (m * ‖eulerOrbit H s ψ₀ k‖) ^ 2 ≤ ‖H (eulerOrbit H s ψ₀ k)‖ ^ 2 :=
      pow_le_pow_left₀ (mul_nonneg hm (norm_nonneg _)) (hgap _) 2
    have hq : 0 ≤ 1 + s ^ 2 * m ^ 2 := by positivity
    -- each step gains at least the factor 1 + s² m²
    calc (1 + s ^ 2 * m ^ 2) ^ (k + 1) * ‖ψ₀‖ ^ 2
        = (1 + s ^ 2 * m ^ 2) * ((1 + s ^ 2 * m ^ 2) ^ k * ‖ψ₀‖ ^ 2) := by ring
      _ ≤ (1 + s ^ 2 * m ^ 2) * ‖eulerOrbit H s ψ₀ k‖ ^ 2 :=
          mul_le_mul_of_nonneg_left ih hq
      _ = ‖eulerOrbit H s ψ₀ k‖ ^ 2 + s ^ 2 * (m * ‖eulerOrbit H s ψ₀ k‖) ^ 2 := by ring
      _ ≤ ‖eulerOrbit H s ψ₀ k‖ ^ 2 + s ^ 2 * ‖H (eulerOrbit H s ψ₀ k)‖ ^ 2 := by
          have := mul_le_mul_of_nonneg_left hsq (sq_nonneg s)
          linarith
      _ = ‖eulerOrbit H s ψ₀ (k + 1)‖ ^ 2 := (norm_sq_eulerStep hH s _).symm
```

If instead ‖Hx‖ ≤ M‖x‖ for all x, where M bounds the magnitude of the energies, the same chain with the inequalities reversed gives

‖ψ_k‖² ≤ (1 + s²M²)^k ‖ψ₀‖².

```lean
/-- If `H` is Hermitian and `‖H x‖ ≤ M ‖x‖` for all `x`, then the Euler trajectory obeys
`‖ψ_k‖² ≤ (1 + s² M²)^k ‖ψ₀‖²`. -/
theorem euler_upper_bound {H : E →ₗ[ℂ] E} (hH : H.IsSymmetric) {M : ℝ}
    (hbd : ∀ x, ‖H x‖ ≤ M * ‖x‖) (s : ℝ) (ψ₀ : E) (k : ℕ) :
    ‖eulerOrbit H s ψ₀ k‖ ^ 2 ≤ (1 + s ^ 2 * M ^ 2) ^ k * ‖ψ₀‖ ^ 2 := by
  induction k with
  | zero => simp [eulerOrbit]
  | succ k ih =>
    have hsq : ‖H (eulerOrbit H s ψ₀ k)‖ ^ 2 ≤ (M * ‖eulerOrbit H s ψ₀ k‖) ^ 2 :=
      pow_le_pow_left₀ (norm_nonneg _) (hbd _) 2
    have hq : 0 ≤ 1 + s ^ 2 * M ^ 2 := by positivity
    calc ‖eulerOrbit H s ψ₀ (k + 1)‖ ^ 2
        = ‖eulerOrbit H s ψ₀ k‖ ^ 2 + s ^ 2 * ‖H (eulerOrbit H s ψ₀ k)‖ ^ 2 :=
          norm_sq_eulerStep hH s _
      _ ≤ ‖eulerOrbit H s ψ₀ k‖ ^ 2 + s ^ 2 * (M * ‖eulerOrbit H s ψ₀ k‖) ^ 2 := by
          have := mul_le_mul_of_nonneg_left hsq (sq_nonneg s)
          linarith
      _ = (1 + s ^ 2 * M ^ 2) * ‖eulerOrbit H s ψ₀ k‖ ^ 2 := by ring
      _ ≤ (1 + s ^ 2 * M ^ 2) * ((1 + s ^ 2 * M ^ 2) ^ k * ‖ψ₀‖ ^ 2) :=
          mul_le_mul_of_nonneg_left ih hq
      _ = (1 + s ^ 2 * M ^ 2) ^ (k + 1) * ‖ψ₀‖ ^ 2 := by ring
```

## Divergence of the norm

Now let m > 0, s ≠ 0 and ψ₀ ≠ 0. Then q = 1 + s²m² exceeds 1 (`hq`) and ‖ψ₀‖² > 0 (`h0`), so q^k ‖ψ₀‖² → ∞ (`hgeo`), and the lower bound carries this over to ‖ψ_k‖² (`hsq`). The conclusion `Tendsto … atTop atTop` reads: for every real b, ‖ψ_k‖ ≥ b for all sufficiently large k. To pass from the square to the norm, the proof takes k large enough that b² ≤ ‖ψ_k‖² and uses the helper `le_of_sq_le_sq_norm`: if a ≥ 0 and a < b then a² < b², so b² ≤ a² implies b ≤ a. The limit is k → ∞ with s held fixed, and no lower limit on |s| enters. The condition m > 0 is sufficient for divergence but not necessary. By an argument outside the machine-checked statements, H commutes with the step, so Hψ_k is the Euler trajectory started from Hψ₀ and ‖Hψ_k‖ ≥ ‖Hψ₀‖. The one-step identity then gives ‖ψ_k‖² ≥ ‖ψ₀‖² + k s²‖Hψ₀‖², which diverges for s ≠ 0 whenever Hψ₀ ≠ 0. What m > 0 adds is a geometric lower bound with the same ratio for every start.

```lean
/-- If `H` is Hermitian with `‖H x‖ ≥ m ‖x‖` for all `x` and `m > 0`, then for every nonzero
step `s` and every nonzero start the norm of the Euler trajectory tends to infinity. -/
theorem euler_blow_up {H : E →ₗ[ℂ] E} (hH : H.IsSymmetric) {m : ℝ} (hm : 0 < m)
    (hgap : ∀ x, m * ‖x‖ ≤ ‖H x‖) {s : ℝ} (hs : s ≠ 0) {ψ₀ : E} (hψ : ψ₀ ≠ 0) :
    Tendsto (fun k => ‖eulerOrbit H s ψ₀ k‖) atTop atTop := by
  have hsm : 0 < s ^ 2 * m ^ 2 := by positivity
  have hq : 1 < 1 + s ^ 2 * m ^ 2 := by linarith
  have h0 : 0 < ‖ψ₀‖ ^ 2 := pow_pos (norm_pos_iff.mpr hψ) 2
  -- the geometric lower bound diverges, hence so does the squared norm
  have hgeo : Tendsto (fun k : ℕ => (1 + s ^ 2 * m ^ 2) ^ k * ‖ψ₀‖ ^ 2) atTop atTop :=
    (tendsto_pow_atTop_atTop_of_one_lt hq).atTop_mul_const h0
  have hsq : Tendsto (fun k => ‖eulerOrbit H s ψ₀ k‖ ^ 2) atTop atTop :=
    tendsto_atTop_mono (euler_lower_bound hH hm.le hgap s ψ₀) hgeo
  rw [tendsto_atTop] at hsq ⊢
  intro b
  filter_upwards [hsq (b ^ 2)] with k hk
  exact le_of_sq_le_sq_norm hk (norm_nonneg _)
where
  /-- If `b² ≤ a²` and `a ≥ 0`, then `b ≤ a`. -/
  le_of_sq_le_sq_norm {a b : ℝ} (h : b ^ 2 ≤ a ^ 2) (ha : 0 ≤ a) : b ≤ a := by
    by_contra hlt
    have hlt' : a < b := not_le.mp hlt
    nlinarith
```

## Eigenstates

Suppose Hψ₀ = εψ₀ with ε real. If ψ_k = z^k ψ₀ with z = 1 − i s ε, linearity gives

ψ_(k+1) = z^k ψ₀ − i s ε z^k ψ₀ = z^(k+1) ψ₀,

so ψ_k = (1 − i s ε)^k ψ₀ for all k. The rewriting uses `map_smul` for linearity and `h` for the eigenvalue equation, and `ring` compares the scalars. Hermiticity is not assumed here: the argument uses only linearity and the eigenvalue equation, and the reality of ε enters in the norm computed next.

```lean
/-- If `H ψ₀ = ε ψ₀` with real `ε`, the Euler trajectory is `ψ_k = (1 - i s ε)^k ψ₀`. -/
theorem eulerOrbit_eigenstate {H : E →ₗ[ℂ] E} {ψ₀ : E} {ε : ℝ} (h : H ψ₀ = (ε : ℂ) • ψ₀)
    (s : ℝ) (k : ℕ) : eulerOrbit H s ψ₀ k = (1 - I * s * ε) ^ k • ψ₀ := by
  induction k with
  | zero => simp [eulerOrbit]
  | succ k ih =>
    rw [eulerOrbit, ih, eulerStep, map_smul, h, smul_smul, smul_smul, ← sub_smul]
    congr 1
    ring
```

The factor z has real part 1 and imaginary part −sε, so |z|² = 1 + s²ε² (`hz`), and

‖ψ_k‖² = (1 + s²ε²)^k ‖ψ₀‖².

An eigenstate with |ε| = m therefore meets the lower bound with equality, and one with |ε| = M meets the upper bound. With ε = 0 the state stays fixed.

```lean
/-- If `H ψ₀ = ε ψ₀` with real `ε`, then `‖ψ_k‖² = (1 + s² ε²)^k ‖ψ₀‖²` along the Euler
trajectory. -/
theorem norm_sq_eulerOrbit_eigenstate {H : E →ₗ[ℂ] E} {ψ₀ : E} {ε : ℝ}
    (h : H ψ₀ = (ε : ℂ) • ψ₀) (s : ℝ) (k : ℕ) :
    ‖eulerOrbit H s ψ₀ k‖ ^ 2 = (1 + s ^ 2 * ε ^ 2) ^ k * ‖ψ₀‖ ^ 2 := by
  have hz : ‖(1 - I * s * ε : ℂ)‖ ^ 2 = 1 + s ^ 2 * ε ^ 2 := by
    rw [Complex.sq_norm, Complex.normSq_apply]
    simp
    ring
  rw [eulerOrbit_eigenstate h, norm_smul, norm_pow, mul_pow, ← pow_mul, mul_comm k 2,
    pow_mul, hz]
```

## The two-site model

For two sites, labelled 0 and 1, with real hopping amplitude t and zero on-site energy,

H(x₀, x₁) = −t (x₁, x₀)

on ℂ² with the standard inner product, `EuclideanSpace ℂ (Fin 2)`.

```lean
/-- The two-site hopping Hamiltonian `H (a, b) = -t (b, a)`. -/
def dimer (t : ℝ) : EuclideanSpace ℂ (Fin 2) →ₗ[ℂ] EuclideanSpace ℂ (Fin 2) where
  toFun x := !₂[-(t : ℂ) * x 1, -(t : ℂ) * x 0]
  map_add' x y := by
    ext i
    fin_cases i <;> simp <;> ring
  map_smul' c x := by
    ext i
    fin_cases i <;> simp <;> ring
```

Writing x̄ for the complex conjugate, both ⟨Hx, y⟩ and ⟨x, Hy⟩ equal −t(x̄₁y₀ + x̄₀y₁), so H is Hermitian. Also

‖Hx‖² = t²(|x₁|² + |x₀|²) = t²‖x‖².

The theorem records, for t ≠ 0, the three facts that `euler_blow_up` requires of H with m = |t|: symmetry, 0 < |t|, and the inequality |t|‖x‖ ≤ ‖Hx‖. The equality appears inside the proof as `h`, and its last line takes square roots and keeps one direction.

```lean
/-- The two-site hopping Hamiltonian with `t ≠ 0` is Hermitian and satisfies
`‖H x‖ ≥ m ‖x‖` with `m = |t| > 0`. -/
theorem dimer_witness {t : ℝ} (ht : t ≠ 0) :
    (dimer t).IsSymmetric ∧ 0 < |t| ∧ ∀ x, |t| * ‖x‖ ≤ ‖dimer t x‖ := by
  refine ⟨fun x y => ?_, abs_pos.mpr ht, fun x => ?_⟩
  · simp [dimer, PiLp.inner_apply, Fin.sum_univ_two]
    ring
  · have h : (|t| * ‖x‖) ^ 2 = ‖dimer t x‖ ^ 2 := by
      rw [mul_pow, EuclideanSpace.norm_sq_eq, EuclideanSpace.norm_sq_eq]
      simp [dimer, Fin.sum_univ_two, mul_pow]
      ring
    exact ((sq_eq_sq₀ (by positivity) (norm_nonneg _)).mp h).le

end

end ExplicitEulerBlowUp
```

Take t = 1, s = 0.1 and the normalised start ψ₀ = (1, 0). Then Hψ₀ = (0, −1) and

ψ₁ = (1, 0) − 0.1i (0, −1) = (1, 0.1i),  ‖ψ₁‖² = 1.01.

Next Hψ₁ = (−0.1i, −1) and

ψ₂ = (1, 0.1i) − 0.1i (−0.1i, −1) = (0.99, 0.2i),  ‖ψ₂‖² = 0.9801 + 0.04 = 1.0201 = 1.01².

Each step multiplies the squared norm by 1.01, so ‖ψ_k‖² = 1.01^k first exceeds 2 at k = 70, that is at time 7.

## Small steps over a fixed time

A different limit fixes a time T > 0 and sets s = T/k with k ≥ 1 steps. With 1 + u ≤ eᵘ for real u, the upper bound gives

‖ψ_k‖² ≤ exp(M²T²/k) ‖ψ₀‖²,

and the factor tends to 1 as k grows. Refining the step thus controls the norm over a fixed interval when H is bounded, while any fixed nonzero step loses control of it on a long enough run from a nonzero start when m > 0. This estimate, the numbers above and the reading of m and M in terms of energy levels are ordinary arguments added beside the theorems and are not among the machine-checked statements.

```lean
#print axioms ExplicitEulerBlowUp.norm_eulerStep_eq_iff
#print axioms ExplicitEulerBlowUp.euler_upper_bound
#print axioms ExplicitEulerBlowUp.euler_blow_up
#print axioms ExplicitEulerBlowUp.norm_sq_eulerOrbit_eigenstate
```

```
'ExplicitEulerBlowUp.norm_eulerStep_eq_iff' depends on axioms: [propext, Classical.choice, Quot.sound]
'ExplicitEulerBlowUp.euler_upper_bound' depends on axioms: [propext, Classical.choice, Quot.sound]
'ExplicitEulerBlowUp.euler_blow_up' depends on axioms: [propext, Classical.choice, Quot.sound]
'ExplicitEulerBlowUp.norm_sq_eulerOrbit_eigenstate' depends on axioms: [propext, Classical.choice, Quot.sound]
```
